# The lowest positive-energy massless $\kappa=-1$ mode in a spherical bag has $2 < ER < 2.1$

**Q:** Which equations, units and signs are you using?

**A:** Units are $\hbar=c=1$. $G$ and $F$ are the large and small radial components, each including the factor $r$; $E$ is the energy, whose absolute value is the wave number for a massless particle; $R$ is the cavity radius; $\kappa$ is the Dirac angular quantum number. For $0<r<R$,

$$G'=-\frac{\kappa}{r}G+EF,\qquad F'=\frac{\kappa}{r}F-EG.$$

The spherical Bessel functions are $j_0(x)=\sin x/x$ and $j_1(x)=(j_0(x)-\cos x)/x$, with `Real.sinc` supplying $j_0(0)=1$.

```lean
import Mathlib

open Set Filter
open scoped Real Topology

namespace MasslessBagModel

noncomputable section

/-- The spherical Bessel function `j₀(x) = sin x / x`, with `j₀(0) = 1`. -/
def j0 (x : ℝ) : ℝ := Real.sinc x

/-- The spherical Bessel function `j₁(x) = (j₀(x) - cos x) / x`. -/
def j1 (x : ℝ) : ℝ := (Real.sinc x - Real.cos x) / x

/-- `G` and `F` solve the massless radial Dirac equations with quantum number `κ` and energy `E`
(units `ħ = c = 1`) inside a sphere of radius `R`, and are continuous up to the wall. -/
structure IsRadialSolution (κ E R : ℝ) (G F : ℝ → ℝ) : Prop where
  contG : ContinuousOn G (Ioc 0 R)
  contF : ContinuousOn F (Ioc 0 R)
  dG : ∀ r ∈ Ioo 0 R, HasDerivAt G (-κ / r * G r + E * F r) r
  dF : ∀ r ∈ Ioo 0 R, HasDerivAt F (κ / r * F r - E * G r) r
```

**Q:** And the wall? If you put the Bessel condition in by hand, you have only solved a trigonometric equation.

**A:** What is postulated is $G(R)+F(R)=0$. It stands for an infinitely large mass outside: there the equations tend to $G'=MF$, $F'=MG$ with $M\to\infty$, and the decaying solution has $G=-F$. A mode must also vanish at the origin and be nonzero somewhere. The Bessel condition is derived from this.

```lean
/-- A cavity mode: a nonzero radial solution that vanishes at the origin and obeys the bag
condition `G + F = 0` at the wall. -/
structure IsBagMode (κ E R : ℝ) (G F : ℝ → ℝ) : Prop extends IsRadialSolution κ E R G F where
  regG : Tendsto G (𝓝[>] 0) (𝓝 0)
  regF : Tendsto F (𝓝[>] 0) (𝓝 0)
  bag : G R + F R = 0
  nontrivial : ∃ r ∈ Ioc 0 R, G r ≠ 0 ∨ F r ≠ 0
```

**Q:** Then derive it. What are the solutions for $\kappa=-1$?

**A:** For any phase $\delta$, take

$$u=\sin(Er+\delta),\qquad v=\cos(Er+\delta)-\frac{\sin(Er+\delta)}{Er}.$$

Then $u/r+Ev=E\cos(Er+\delta)=u'$, and differentiating $v$ gives the second equation in the same way.

```lean
/-- Large component of the free `κ = -1` wave with phase `δ`. -/
def waveG (E δ r : ℝ) : ℝ := Real.sin (E * r + δ)

/-- Small component of the free `κ = -1` wave with phase `δ`. -/
def waveF (E δ r : ℝ) : ℝ := Real.cos (E * r + δ) - Real.sin (E * r + δ) / (E * r)
```

**Q:** A mode is an arbitrary pair of functions. Why should it be one of your waves?

**A:** I compare them through the Wronskian $W=Gv-Fu$. Substituting the equations into $W'=G'v+Gv'-F'u-Fu'$, the $\kappa$ terms and the $E$ terms cancel separately, so $W$ is constant. In Lean, `ring` does the cancellation, and continuity carries the constant to the wall.

```lean
/-- The Wronskian of two radial solutions with the same `κ` and energy has the same value at every
radius as at the wall. -/
theorem wronskian_const {κ E R : ℝ} {G F u v : ℝ → ℝ} (h : IsRadialSolution κ E R G F)
    (h' : IsRadialSolution κ E R u v) {r : ℝ} (hr : r ∈ Ioc 0 R) :
    G R * v R - F R * u R = G r * v r - F r * u r := by
  have hsub : Icc r R ⊆ Ioc 0 R := fun x hx => ⟨hr.1.trans_le hx.1, hx.2⟩
  have hc : ContinuousOn (fun s => G s * v s - F s * u s) (Icc r R) :=
    ((h.contG.mul h'.contF).sub (h.contF.mul h'.contG)).mono hsub
  have key := constant_of_has_deriv_right_zero hc (fun x hx => by
    have hx' : x ∈ Ioo 0 R := ⟨hr.1.trans_le hx.1, hx.2⟩
    have hd := ((h.dG x hx').fun_mul (h'.dF x hx')).fun_sub
      ((h.dF x hx').fun_mul (h'.dG x hx'))
    exact (hd.congr_deriv (by ring)).hasDerivWithinAt)
  exact key R ⟨hr.2, le_rfl⟩
```

The next lemma checks the waves by differentiation.

```lean
/-- For nonzero energy the free wave of any phase solves the radial Dirac equations with
`κ = -1`. -/
theorem wave_solves {E R : ℝ} (hE : E ≠ 0) (δ : ℝ) :
    IsRadialSolution (-1) E R (waveG E δ) (waveF E δ) := by
  have key : ∀ x : ℝ, 0 < x →
      HasDerivAt (waveG E δ) (-(-1) / x * waveG E δ x + E * waveF E δ x) x ∧
      HasDerivAt (waveF E δ) (-1 / x * waveF E δ x - E * waveG E δ x) x := by
    intro x hx
    have hx0 : x ≠ 0 := hx.ne'
    have hm : HasDerivAt (fun s : ℝ => E * s) E x :=
      ((hasDerivAt_id' x).const_mul E).congr_deriv (mul_one E)
    have hl : HasDerivAt (fun s : ℝ => E * s + δ) E x := hm.add_const δ
    constructor
    · refine HasDerivAt.congr_deriv hl.sin ?_
      simp only [waveG, waveF]
      generalize Real.sin (E * x + δ) = s
      generalize Real.cos (E * x + δ) = c
      field_simp
      ring
    · refine HasDerivAt.congr_deriv
        (hl.cos.fun_sub (hl.sin.fun_div hm (mul_ne_zero hE hx0))) ?_
      simp only [waveG, waveF]
      generalize Real.sin (E * x + δ) = s
      generalize Real.cos (E * x + δ) = c
      field_simp
      ring
  exact ⟨fun x hx => (key x hx.1).1.continuousAt.continuousWithinAt,
    fun x hx => (key x hx.1).2.continuousAt.continuousWithinAt,
    fun x hx => (key x hx.1).1, fun x hx => (key x hx.1).2⟩
```

With $x=Er$, phases $0$ and $\pi/2$ give $W=\sin x\,(-\sin x-\cos x/x)-(\cos x-\sin x/x)\cos x=-1$, so these waves are independent.

```lean
/-- The waves with phases `0` and `π/2` have Wronskian `-1`. -/
theorem wave_wronskian (E r : ℝ) :
    waveG E 0 r * waveF E (π / 2) r - waveF E 0 r * waveG E (π / 2) r = -1 := by
  simp only [waveG, waveF, add_zero, Real.sin_add_pi_div_two, Real.cos_add_pi_div_two]
  linear_combination -(Real.sin_sq_add_cos_sq (E * r))
```

Phase $0$ is regular: $\sin x\to0$ and $\cos x-\sin x/x\to 1-1=0$.

```lean
/-- For nonzero energy, both components of the wave with phase `0` tend to zero at the origin. -/
theorem wave_regular {E : ℝ} (hE : E ≠ 0) :
    Tendsto (waveG E 0) (𝓝[>] 0) (𝓝 0) ∧ Tendsto (waveF E 0) (𝓝[>] 0) (𝓝 0) := by
  constructor
  · have hc : Continuous (waveG E 0) := by unfold waveG; fun_prop
    have h := (hc.tendsto 0).mono_left (nhdsWithin_le_nhds (s := Ioi 0))
    have e : waveG E 0 0 = 0 := by simp [waveG]
    rwa [e] at h
  · have hc : Continuous (fun r : ℝ => Real.cos (E * r) - Real.sinc (E * r)) :=
      (Real.continuous_cos.comp (continuous_const.mul continuous_id)).sub
        (Real.continuous_sinc.comp (continuous_const.mul continuous_id))
    have h := (hc.tendsto 0).mono_left (nhdsWithin_le_nhds (s := Ioi 0))
    simp only [mul_zero, Real.cos_zero, Real.sinc_zero, sub_self] at h
    refine h.congr' ?_
    filter_upwards [self_mem_nhdsWithin] with r hr
    have hr0 : E * r ≠ 0 := mul_ne_zero hE (Set.mem_Ioi.mp hr).ne'
    simp only [waveF, add_zero, Real.sinc_of_ne_zero hr0]
```

**Q:** How does that fix the energy?

**A:** Let $(u,v)$ be the phase-$0$ wave. Its Wronskian with a mode tends to zero at the origin, hence is zero at the wall. Since $F(R)=-G(R)$,

$$0=G(R)\,[u(R)+v(R)]=G(R)\,ER\,[j_0(ER)-j_1(ER)].$$

If $G(R)=0$, then $F(R)=0$, and the Wronskians with both waves vanish at every radius. Independence then forces $G=F=0$ everywhere, which is excluded. So $j_0(ER)=j_1(ER)$. Conversely, when this holds, the phase-$0$ wave is itself a mode.

```lean
/-- A `κ = -1` cavity mode of energy `E > 0` exists in a bag of radius `R` exactly when
`j₀(ER) = j₁(ER)`. -/
theorem bagMode_iff {E R : ℝ} (hE : 0 < E) (hR : 0 < R) :
    (∃ G F, IsBagMode (-1) E R G F) ↔ j0 (E * R) = j1 (E * R) := by
  have hx : E * R ≠ 0 := (mul_pos hE hR).ne'
  have e : waveG E 0 R + waveF E 0 R = E * R * (j0 (E * R) - j1 (E * R)) := by
    simp only [waveG, waveF, j0, j1, add_zero, Real.sinc_of_ne_zero hx]
    generalize E * R = x at hx
    field_simp
    ring
  have t := wave_regular hE.ne'
  constructor
  · rintro ⟨G, F, h⟩
    have w : ∀ δ, ∀ r ∈ Ioc 0 R, G R * waveF E δ R - F R * waveG E δ R =
        G r * waveF E δ r - F r * waveG E δ r := fun δ r hr =>
      wronskian_const h.toIsRadialSolution (wave_solves hE.ne' δ) hr
    -- regularity at the origin kills the Wronskian with the regular wave
    have hlim : Tendsto (fun r => G r * waveF E 0 r - F r * waveG E 0 r) (𝓝[>] 0) (𝓝 0) := by
      simpa using (h.regG.mul t.2).sub (h.regF.mul t.1)
    have h0 : G R * waveF E 0 R - F R * waveG E 0 R = 0 := by
      refine tendsto_nhds_unique (tendsto_const_nhds.congr' ?_) hlim
      filter_upwards [Ioc_mem_nhdsGT hR] with r hr using w 0 r hr
    have hF : F R = -G R := by linarith [h.bag]
    -- a solution vanishing at the wall would vanish everywhere
    have hG : G R ≠ 0 := by
      intro hG
      rw [hG, neg_zero] at hF
      obtain ⟨r, hr, hne⟩ := h.nontrivial
      have a := w 0 r hr
      have b := w (π / 2) r hr
      rw [hG, hF] at a b
      have d := wave_wronskian E r
      have g0 : G r = 0 := by
        linear_combination G r * d + waveG E 0 r * b - waveG E (π / 2) r * a
      have f0 : F r = 0 := by
        linear_combination F r * d + waveF E 0 r * b - waveF E (π / 2) r * a
      exact hne.elim (fun k => k g0) (fun k => k f0)
    have hp : G R * (E * R * (j0 (E * R) - j1 (E * R))) = 0 := by
      rw [← e]
      rw [hF] at h0
      linear_combination h0
    exact sub_eq_zero.mp
      ((mul_eq_zero.mp ((mul_eq_zero.mp hp).resolve_left hG)).resolve_left hx)
  · intro hj
    refine ⟨waveG E 0, waveF E 0, ⟨wave_solves hE.ne' 0, t.1, t.2, ?_, R, ⟨hR, le_rfl⟩, ?_⟩⟩
    · rw [e, hj, sub_self, mul_zero]
    · by_contra hc
      rw [not_or, not_not, not_not] at hc
      have d := wave_wronskian E R
      rw [hc.1, hc.2] at d
      norm_num at d
```

Multiplying $\sin x/x=\sin x/x^2-\cos x/x$ by $x^2$ and rearranging gives the trigonometric form.

```lean
/-- Away from `x = 0`, the condition `j₀(x) = j₁(x)` reads `x cos x = (1 - x) sin x`. -/
theorem bessel_condition_iff {x : ℝ} (hx : x ≠ 0) :
    j0 x = j1 x ↔ x * Real.cos x = (1 - x) * Real.sin x := by
  simp only [j0, j1, Real.sinc_of_ne_zero hx]
  constructor
  · intro h
    field_simp at h
    linarith
  · intro h
    field_simp
    linarith
```

**Q:** Why only one root below $\pi$?

**A:** Let $f(x)=x\cos x-(1-x)\sin x$.

- For $0<x\le1$, $\sin x<x$ and $\cos x\ge1-x^2/2$ give $f(x)\ge x^2(2-x)/2>0$.
- For $1<x\le\pi/2$, $x\cos x\ge0$ and $(x-1)\sin x>0$.
- For $\pi/2<x<\pi$, $f'(x)=x\cos x-(x-1)\sin x<0$.

With $d=2-\pi/2$, $f(2)=\cos d-2\sin d>1-d^2/2-2d>0$. Also $f(2\pi/3)=-\pi/3+(2\pi/3-1)\sqrt3/2<0$, and $2\pi/3<2.1$. The intermediate value theorem gives the root; strict decrease makes it unique.

```lean
/-- The equation `x cos x = (1 - x) sin x` has exactly one solution in `(0, π)`, and it lies
between `2` and `2.1`. -/
theorem trig_root : ∃ x₀ : ℝ, 2 < x₀ ∧ x₀ < 2.1 ∧
    ∀ x ∈ Ioo 0 π, (x * Real.cos x = (1 - x) * Real.sin x ↔ x = x₀) := by
  have p1 := Real.pi_gt_d2
  have p2 := Real.pi_lt_d2
  norm_num at p1 p2
  let f : ℝ → ℝ := fun x => x * Real.cos x - (1 - x) * Real.sin x
  have hf : Continuous f := by fun_prop
  -- no root up to π/2
  have hpos : ∀ x, 0 < x → x ≤ π / 2 → 0 < f x := by
    intro x h0 h1
    change 0 < x * Real.cos x - (1 - x) * Real.sin x
    rcases le_or_gt x 1 with h | h
    · have a := mul_nonneg (sub_nonneg.mpr h) (sub_nonneg.mpr (Real.sin_lt h0).le)
      have b := mul_nonneg h0.le (sub_nonneg.mpr (Real.one_sub_sq_div_two_le_cos (x := x)))
      have c : 0 < x * x * (2 - x) := mul_pos (mul_pos h0 h0) (by linarith)
      nlinarith
    · have a := mul_pos (sub_pos.mpr h) (Real.sin_pos_of_pos_of_lt_pi h0 (by linarith))
      have b := mul_nonneg h0.le
        (Real.cos_nonneg_of_neg_pi_div_two_le_of_le (by linarith) h1)
      nlinarith
  -- strict decrease from π/2 to π
  have hanti : StrictAntiOn f (Icc (π / 2) π) := by
    refine strictAntiOn_of_deriv_neg (convex_Icc _ _) hf.continuousOn (fun x hx => ?_)
    rw [interior_Icc] at hx
    have hd : HasDerivAt f (x * Real.cos x - (x - 1) * Real.sin x) x :=
      (((hasDerivAt_id' x).fun_mul (Real.hasDerivAt_cos x)).fun_sub
        (((hasDerivAt_id' x).const_sub 1).fun_mul (Real.hasDerivAt_sin x))).congr_deriv (by ring)
    rw [hd.deriv]
    have h1 : 1 < x := by linarith [hx.1]
    have a := mul_neg_of_pos_of_neg (by linarith : 0 < x)
      (Real.cos_neg_of_pi_div_two_lt_of_lt hx.1 (by linarith [hx.2]))
    have b := mul_pos (sub_pos.mpr h1) (Real.sin_pos_of_pos_of_lt_pi (by linarith) hx.2)
    linarith
  have f2 : 0 < f 2 := by
    change 0 < 2 * Real.cos 2 - (1 - 2) * Real.sin 2
    have a := Real.sin_lt (x := 2 - π / 2) (by linarith)
    have b := Real.one_sub_sq_div_two_le_cos (x := 2 - π / 2)
    rw [Real.sin_sub_pi_div_two] at a
    rw [Real.cos_sub_pi_div_two] at b
    nlinarith
  have f3 : f (π - π / 3) < 0 := by
    change (π - π / 3) * Real.cos (π - π / 3) - (1 - (π - π / 3)) * Real.sin (π - π / 3) < 0
    rw [Real.cos_pi_sub, Real.sin_pi_sub, Real.cos_pi_div_three, Real.sin_pi_div_three]
    have hs : Real.sqrt 3 < 1.74 := (Real.sqrt_lt' (by norm_num)).mpr (by norm_num)
    have a := mul_pos (by linarith : 0 < π - π / 3 - 1) (sub_pos.mpr hs)
    norm_num at a
    nlinarith
  obtain ⟨x₀, hx₀, hz⟩ := intermediate_value_Icc' (by linarith : (2 : ℝ) ≤ π - π / 3)
    hf.continuousOn ⟨f3.le, f2.le⟩
  have hne : x₀ ≠ 2 := by
    rintro rfl
    linarith
  refine ⟨x₀, lt_of_le_of_ne hx₀.1 hne.symm, by norm_num; linarith [hx₀.2], fun x hx => ?_⟩
  constructor
  · intro h
    have hfx : f x = 0 := sub_eq_zero.mpr h
    have hx2 : π / 2 < x := by
      by_contra hc
      linarith [hpos x hx.1 (not_lt.mp hc)]
    exact hanti.injOn ⟨hx2.le, hx.2.le⟩ ⟨by linarith [hx₀.1], by linarith [hx₀.2]⟩
      (hfx.trans hz.symm)
  · rintro rfl
    exact sub_eq_zero.mp hz
```

**Q:** What does the final theorem say about the cavity?

**A:** One number $x_0$, chosen before $R$, serves every radius. `IsLeast` says that some mode has energy $x_0/R$ and that no mode has a smaller positive energy: a smaller one would put a second root $ER$ below $x_0$.

```lean
/-- There is a number `x₀` between `2` and `2.1` that is the only solution of `j₀(x) = j₁(x)` in
`(0, π)`, and in a bag of any radius `R` the lowest positive energy of a massless `κ = -1` mode
is `x₀ / R`. -/
theorem lowest_cavity_mode : ∃ x₀ : ℝ, 2 < x₀ ∧ x₀ < 2.1 ∧
    (∀ x ∈ Ioo 0 π, (j0 x = j1 x ↔ x = x₀)) ∧
    ∀ R : ℝ, 0 < R → IsLeast {E | 0 < E ∧ ∃ G F, IsBagMode (-1) E R G F} (x₀ / R) := by
  obtain ⟨x₀, h2, h21, hroot⟩ := trig_root
  have hj : ∀ x ∈ Ioo 0 π, (j0 x = j1 x ↔ x = x₀) := fun x hx =>
    (bessel_condition_iff hx.1.ne').trans (hroot x hx)
  have h0 : 0 < x₀ := by linarith
  have hpi : x₀ < π := by
    norm_num at h21
    linarith [Real.pi_gt_three]
  refine ⟨x₀, h2, h21, hj, fun R hR => ⟨⟨div_pos h0 hR, ?_⟩, ?_⟩⟩
  · rw [bagMode_iff (div_pos h0 hR) hR, div_mul_cancel₀ x₀ hR.ne']
    exact (hj x₀ ⟨h0, hpi⟩).mpr rfl
  · rintro E ⟨hE, hmode⟩
    -- a lower mode would give a second root below x₀
    by_contra hc
    have hlt : E * R < x₀ := (lt_div_iff₀ hR).mp (not_le.mp hc)
    have heq := (hj (E * R) ⟨mul_pos hE hR, hlt.trans hpi⟩).mp ((bagMode_iff hE hR).mp hmode)
    exact hlt.ne heq

end

end MasslessBagModel
```

```lean
#print axioms MasslessBagModel.lowest_cavity_mode
```

```
'MasslessBagModel.lowest_cavity_mode' depends on axioms: [propext, Classical.choice, Quot.sound]
```

**Q:** What is left out?

**A:** Mass, a nuclear potential, other $\kappa$, negative energies and higher modes. The separation of the three-dimensional Dirac equation into radial equations is taken as the starting point.

**Q:** Give me a number.

**A:** $f(2)\approx0.0770$ and $f'(2)\approx-1.7416$, so one Newton step from $2$ gives $2.044$, and a second gives $x_0\approx2.0428$. For $R=2$ the theorem places the energy between $1$ and $1.05$; the estimate is $1.0214$.

**Q:** Where would this enter a calculation?

**A:** A radial Dirac solver can integrate outward from the origin and search for a zero of $G(R)+F(R)$ as $E$ varies. For this free, massless $\kappa=-1$ case, $[2/R,\,2.1/R]$ brackets the lowest positive zero, which gives a check on the solver's signs and boundary condition before a potential is added. Two sign errors can still cancel: reversing both $\kappa$ and the relative sign in the wall condition leaves these zeros unchanged.
